# Trace orthogonality of operators with different tensor rank

To fit a finite-dimensional spin Hamiltonian $H=\sum_a c_aT_a$ to linearly independent multipole operators $T_a$, one solves

$$\sum_b \operatorname{tr}(T_a^\dagger T_b)\,c_b=\operatorname{tr}(T_a^\dagger H).$$

When the spin matrices are Hermitian and each $T_a$ has a definite tensor rank, the matrix of overlaps is block diagonal in the rank. The quadrupole coefficients can then be found without knowing the dipole ones. Within one block the operators may still overlap, and a small linear system remains.

## Moving the double commutator across the trace

Let $J_0,J_1,J_2$ be complex square matrices, standing for the $x,y,z$ components of angular momentum with $\hbar=1$, and let

$$G(A)=\sum_{i=0}^{2}[J_i,[J_i,A]].$$

An operator $A$ has rank $k$, with $k$ a natural number, if $G(A)=k(k+1)A$. The claim is that $\operatorname{tr}(AB)=0$ when $A$ has rank $k$, $B$ has rank $l$ and $k\neq l$.

Cyclicity of the trace gives, for any matrix $X$,

$$\operatorname{tr}([X,A]B)=\operatorname{tr}(XAB)-\operatorname{tr}(AXB)=\operatorname{tr}(ABX)-\operatorname{tr}(AXB)=-\operatorname{tr}(A[X,B]).$$

Two applications with $X=J_i$ cancel the sign:

$$\operatorname{tr}([J_i,[J_i,A]]B)=-\operatorname{tr}([J_i,A][J_i,B])=\operatorname{tr}(A[J_i,[J_i,B]]).$$

Summing over $i$ yields $\operatorname{tr}(G(A)B)=\operatorname{tr}(A\,G(B))$. Inserting the two eigenvalues,

$$\bigl(k(k+1)-l(l+1)\bigr)\operatorname{tr}(AB)=(k-l)(k+l+1)\operatorname{tr}(AB)=0.$$

For natural numbers $k\neq l$ the prefactor is nonzero, so the trace vanishes. No commutation relation among the $J_i$ has been used.

The identity commutes with everything and has rank 0, so $\operatorname{tr}A=0$ for $k>0$. For the components of $J$ the cyclic relations $[J_0,J_1]=iJ_2$, $[J_1,J_2]=iJ_0$, $[J_2,J_0]=iJ_1$ are used. They give

$$G(J_0)=0+[J_1,-iJ_2]+[J_2,iJ_1]=J_0+J_0=2J_0,$$

and likewise for the other two. Each $J_i$ therefore has rank 1, and $\operatorname{tr}(AJ_i)=0$ for $k\neq1$.

If the $J_i$ are Hermitian, then $[J_i,A]^\dagger=-[J_i,A^\dagger]$, hence $G(A^\dagger)=G(A)^\dagger=k(k+1)A^\dagger$. The adjoint keeps the rank, and in a product of two multipole sums all cross terms vanish:

$$\operatorname{tr}\Bigl[\Bigl(\sum_kA_k\Bigr)^\dagger\sum_lB_l\Bigr]=\sum_k\operatorname{tr}(A_k^\dagger B_k).$$

## Matrices, commutators and rank in Lean

The finite type `n` labels the basis states, so the setting is a finite-dimensional state space of any size.

```lean
import Mathlib

open Matrix

namespace TensorRankOrthogonality

noncomputable section

variable {n : Type*} [Fintype n]
```

The commutator is written out as a difference of products.

```lean
/-- The commutator `[X, Y]` of two matrices. -/
def comm (X Y : Matrix n n ℂ) : Matrix n n ℂ := X * Y - Y * X
```

The three components are indexed by `Fin 3`. The next predicate fixes the sign and unit conventions; it requires neither Hermitian matrices nor an irreducible representation.

```lean
/-- The cyclic angular momentum relations `[Jx, Jy] = i Jz`, `[Jy, Jz] = i Jx`,
`[Jz, Jx] = i Jy`. -/
def IsAngularMomentum (J : Fin 3 → Matrix n n ℂ) : Prop :=
  comm (J 0) (J 1) = Complex.I • J 2 ∧
  comm (J 1) (J 2) = Complex.I • J 0 ∧
  comm (J 2) (J 0) = Complex.I • J 1
```

The function $G$ is called `casimir`, since it is the Casimir operator of the commutator action when the cyclic relations hold.

```lean
/-- The sum of double commutators `∑ i, [J i, [J i, A]]` acting on an operator `A`. -/
def casimir (J : Fin 3 → Matrix n n ℂ) (A : Matrix n n ℂ) : Matrix n n ℂ :=
  ∑ i, comm (J i) (comm (J i) A)
```

Rank is defined by the eigenvalue equation alone. A rank-$k$ operator may thus be any combination of the $2k+1$ spherical components of a rank-$k$ tensor, or of several such tensors when the representation is reducible, and the zero matrix has every rank. For matrices that are not angular momenta, "rank" is only a name for the eigenvalue.

```lean
/-- The operator `A` has tensor rank `k`: its sum of double commutators is `k (k + 1) A`. -/
def HasTensorRank (J : Fin 3 → Matrix n n ℂ) (k : ℕ) (A : Matrix n n ℂ) : Prop :=
  casimir J A = ((k : ℂ) * ((k : ℂ) + 1)) • A
```

## Symmetry of the trace pairing

In the first lemma, `h` is the cyclic step $\operatorname{tr}(XAB)=\operatorname{tr}(ABX)$. The remaining terms are expanded and compared by `linear_combination`.

```lean
/-- Under the trace, a commutator moves from one factor to the other with a minus sign. -/
theorem trace_comm_mul (X A B : Matrix n n ℂ) :
    trace (comm X A * B) = -trace (A * comm X B) := by
  have h : trace (X * A * B) = trace (A * (B * X)) := by
    rw [mul_assoc, Matrix.trace_mul_comm, mul_assoc]
  simp only [comm, sub_mul, mul_sub, Matrix.trace_sub]
  rw [mul_assoc A X B]
  linear_combination h
```

The second lemma treats the sum over $i$ term by term and applies the first lemma twice; `neg_neg` is the cancellation of the two signs.

```lean
/-- The sum of double commutators is symmetric for the pairing `trace (A * B)`. -/
theorem trace_casimir_mul (J : Fin 3 → Matrix n n ℂ) (A B : Matrix n n ℂ) :
    trace (casimir J A * B) = trace (A * casimir J B) := by
  simp only [casimir, Finset.sum_mul, Finset.mul_sum, Matrix.trace_sum]
  refine Finset.sum_congr rfl fun i _ => ?_
  rw [trace_comm_mul, trace_comm_mul, neg_neg]
```

## Different ranks are orthogonal

The main theorem takes any three matrices `J`. Its proof inserts both eigenvalues into the symmetry relation. To show that they differ, it carries the supposed equality from complex to natural numbers, where `nlinarith` refutes it for $k<l$ and for $k>l$. The nonzero factor is then removed from the product.

```lean
/-- Operators of different tensor rank are orthogonal: the trace of their product vanishes. -/
theorem trace_mul_eq_zero {J : Fin 3 → Matrix n n ℂ} {k l : ℕ} {A B : Matrix n n ℂ}
    (hA : HasTensorRank J k A) (hB : HasTensorRank J l B) (hkl : k ≠ l) :
    trace (A * B) = 0 := by
  -- evaluate the symmetric pairing on both eigenoperators
  have h := trace_casimir_mul J A B
  rw [hA, hB, Matrix.smul_mul, Matrix.mul_smul, Matrix.trace_smul, Matrix.trace_smul,
    smul_eq_mul, smul_eq_mul] at h
  -- the two eigenvalues differ
  have hne : (k : ℂ) * ((k : ℂ) + 1) - (l : ℂ) * ((l : ℂ) + 1) ≠ 0 := by
    intro h0
    have h1 : (k : ℂ) * ((k : ℂ) + 1) = (l : ℂ) * ((l : ℂ) + 1) := sub_eq_zero.mp h0
    have h2 : k * (k + 1) = l * (l + 1) := by exact_mod_cast h1
    rcases lt_or_gt_of_ne hkl with h3 | h3 <;> nlinarith
  refine (mul_eq_zero.mp ?_).resolve_left hne
  linear_combination h
```

Taking $B$ to be the identity gives the trace statement.

```lean
/-- An operator of positive tensor rank is traceless. -/
theorem trace_eq_zero [DecidableEq n] {J : Fin 3 → Matrix n n ℂ} {k : ℕ} {A : Matrix n n ℂ}
    (hA : HasTensorRank J k A) (hk : 0 < k) : trace A = 0 := by
  -- the identity has rank zero
  have h1 : HasTensorRank J 0 (1 : Matrix n n ℂ) := by
    simp [HasTensorRank, casimir, comm]
  have h := trace_mul_eq_zero hA h1 hk.ne'
  rwa [mul_one] at h
```

## The angular momentum as a rank-one operator

The auxiliary lemma is the calculation of $G(J_0)$ for a general cyclic triple $X,Y,Z$.

```lean
private lemma double_comm {X Y Z : Matrix n n ℂ} (hxy : comm X Y = Complex.I • Z)
    (hyz : comm Y Z = Complex.I • X) (hzx : comm Z X = Complex.I • Y) :
    comm X (comm X X) + comm Y (comm Y X) + comm Z (comm Z X) = (2 : ℂ) • X := by
  have swap : ∀ P Q : Matrix n n ℂ, comm P Q = -comm Q P := fun P Q => by
    simp [comm]
  have hs : ∀ (c : ℂ) (P Q : Matrix n n ℂ), comm P (c • Q) = c • comm P Q :=
    fun c P Q => by simp [comm, smul_sub]
  have h0 : comm X (comm X X) = 0 := by simp [comm]
  have hyx : comm Y X = (-Complex.I) • Z := by rw [swap, hxy, neg_smul]
  have hzy : comm Z Y = (-Complex.I) • X := by rw [swap, hyz, neg_smul]
  rw [h0, hyx, hzx, hs, hs, hyz, hzy]
  simp only [smul_smul, mul_neg, neg_mul, Complex.I_mul_I, neg_neg]
  module
```

The theorem uses it three times with the triple rotated; `abel` puts the summands back in order.

```lean
/-- Each component of the angular momentum has tensor rank one. -/
theorem hasTensorRank_one {J : Fin 3 → Matrix n n ℂ} (hJ : IsAngularMomentum J)
    (i : Fin 3) : HasTensorRank J 1 (J i) := by
  obtain ⟨h01, h12, h20⟩ := hJ
  have key : casimir J (J i) = (2 : ℂ) • J i := by
    fin_cases i
    · change casimir J (J 0) = (2 : ℂ) • J 0
      rw [casimir, Fin.sum_univ_three]
      exact double_comm h01 h12 h20
    · change casimir J (J 1) = (2 : ℂ) • J 1
      rw [casimir, Fin.sum_univ_three, ← double_comm h12 h20 h01]
      abel
    · change casimir J (J 2) = (2 : ℂ) • J 2
      rw [casimir, Fin.sum_univ_three, ← double_comm h20 h01 h12]
      abel
  have h2 : ((1 : ℕ) : ℂ) * (((1 : ℕ) : ℂ) + 1) = 2 := by norm_num
  rw [HasTensorRank, key, h2]
```

Orthogonality to the components follows at once.

```lean
/-- An operator whose tensor rank is not one has zero trace against every component of the
angular momentum. -/
theorem trace_mul_component_eq_zero {J : Fin 3 → Matrix n n ℂ} (hJ : IsAngularMomentum J)
    {k : ℕ} {A : Matrix n n ℂ} (hA : HasTensorRank J k A) (hk : k ≠ 1) (i : Fin 3) :
    trace (A * J i) = 0 :=
  trace_mul_eq_zero hA (hasTensorRank_one hJ i) hk
```

Here the cyclic relations matter. Take $J_0=\sigma_z$, $J_1=J_2=0$ and $A=\sigma_z$, with $\sigma_z=\operatorname{diag}(1,-1)$. All commutators vanish, so $A$ has rank $0\neq1$, yet $\operatorname{tr}(AJ_0)=2$.

## Multipole expansions

The next theorem assumes Hermitian `J i` but no cyclic relations. It proves $G(A^\dagger)=G(A)^\dagger$ by expanding the commutators, and then uses that $k(k+1)$ is real.

```lean
/-- For Hermitian `J i`, the adjoint of an operator of tensor rank `k` has tensor rank `k`. -/
theorem hasTensorRank_conjTranspose {J : Fin 3 → Matrix n n ℂ} (hJ : ∀ i, (J i)ᴴ = J i)
    {k : ℕ} {A : Matrix n n ℂ} (hA : HasTensorRank J k A) : HasTensorRank J k Aᴴ := by
  have h : casimir J Aᴴ = (casimir J A)ᴴ := by
    simp only [casimir, Matrix.conjTranspose_sum]
    refine Finset.sum_congr rfl fun i _ => ?_
    simp only [comm, Matrix.conjTranspose_sub, Matrix.conjTranspose_mul, hJ]
    simp only [mul_sub, sub_mul, mul_assoc]
    abel
  have hc : star ((k : ℂ) * ((k : ℂ) + 1)) = (k : ℂ) * ((k : ℂ) + 1) := by
    simp
  rw [HasTensorRank, h, hA, Matrix.conjTranspose_smul, hc]
```

In the expansion theorem, `s` is the finite set of ranks present, and `A k`, `B k` are the complete rank-$k$ parts. For each $k$, `Finset.sum_eq_single_of_mem` keeps the term with equal rank, because the main theorem makes the others zero. The decomposition into such parts is given as input, and nothing is said about orthogonality among components of the same rank.

```lean
/-- For Hermitian `J i`, the Hilbert–Schmidt product of two multipole expansions is the sum
of the products of their components of equal rank. -/
theorem trace_multipole_expansion {J : Fin 3 → Matrix n n ℂ} (hJ : ∀ i, (J i)ᴴ = J i)
    (s : Finset ℕ) (A B : ℕ → Matrix n n ℂ) (hA : ∀ k ∈ s, HasTensorRank J k (A k))
    (hB : ∀ k ∈ s, HasTensorRank J k (B k)) :
    trace ((∑ k ∈ s, A k)ᴴ * ∑ k ∈ s, B k) = ∑ k ∈ s, trace ((A k)ᴴ * B k) := by
  rw [Matrix.conjTranspose_sum, Finset.sum_mul, Matrix.trace_sum]
  refine Finset.sum_congr rfl fun k hk => ?_
  rw [Finset.mul_sum, Matrix.trace_sum]
  -- all cross terms of unequal rank vanish
  exact Finset.sum_eq_single_of_mem k hk fun l hl hlk =>
    trace_mul_eq_zero (hasTensorRank_conjTranspose hJ (hA k hk)) (hB l hl) hlk.symm
```

## A spin-one quadrupole

A concrete example uses spin one in the Cartesian basis, where the matrices are purely imaginary.

```lean
/-- The spin-one matrices in the Cartesian basis. -/
def spinOne : Fin 3 → Matrix (Fin 3) (Fin 3) ℂ :=
  ![!![0, 0, 0; 0, 0, -Complex.I; 0, Complex.I, 0],
    !![0, 0, Complex.I; 0, 0, 0; -Complex.I, 0, 0],
    !![0, -Complex.I, 0; Complex.I, 0, 0; 0, 0, 0]]
```

The quadrupole is $Q=\operatorname{diag}(1,-1,0)$, which equals $J_1^2-J_0^2$ for these matrices.

```lean
/-- The diagonal matrix with entries `1, -1, 0` in the Cartesian basis. -/
def quadrupole : Matrix (Fin 3) (Fin 3) ℂ := !![1, 0, 0; 0, -1, 0; 0, 0, 0]
```

The last theorem checks the cyclic relations, the Hermiticity, the rank and the trace entry by entry, using $i^2=-1$. Since $\operatorname{tr}(QQ)=2$, two operators of equal rank can have a nonzero trace product, so the main theorem fails without $k\neq l$. The operator normalised to unit Hilbert–Schmidt norm is $Q/\sqrt2$.

```lean
/-- The spin-one matrices are Hermitian and obey the cyclic relations; `quadrupole` has tensor
rank two, and the trace of its square is two. -/
theorem spinOne_quadrupole_witness :
    IsAngularMomentum spinOne ∧ (∀ i, (spinOne i)ᴴ = spinOne i) ∧
      HasTensorRank spinOne 2 quadrupole ∧ trace (quadrupole * quadrupole) = 2 := by
  refine ⟨⟨?_, ?_, ?_⟩, ?_, ?_, ?_⟩
  · ext i j
    fin_cases i <;> fin_cases j <;> simp [comm, spinOne]
  · ext i j
    fin_cases i <;> fin_cases j <;> simp [comm, spinOne]
  · ext i j
    fin_cases i <;> fin_cases j <;> simp [comm, spinOne]
  · intro a
    ext i j
    fin_cases a <;> fin_cases i <;> fin_cases j <;> simp [spinOne, Matrix.conjTranspose_apply]
  · rw [HasTensorRank, casimir, Fin.sum_univ_three]
    ext i j
    fin_cases i <;> fin_cases j <;>
      simp [comm, spinOne, quadrupole, Matrix.mul_apply, Fin.sum_univ_three] <;> norm_num <;>
      (first
        | linear_combination (-4 : ℂ) * Complex.I_mul_I
        | linear_combination (4 : ℂ) * Complex.I_mul_I)
  · simp [quadrupole, Matrix.trace, Matrix.mul_apply, Fin.sum_univ_three]
    try norm_num

end

end TensorRankOrthogonality
```

```lean
#print axioms TensorRankOrthogonality.trace_mul_eq_zero
-- 'TensorRankOrthogonality.trace_mul_eq_zero' depends on axioms: [propext, Classical.choice, Quot.sound]
#print axioms TensorRankOrthogonality.trace_eq_zero
-- 'TensorRankOrthogonality.trace_eq_zero' depends on axioms: [propext, Classical.choice, Quot.sound]
#print axioms TensorRankOrthogonality.trace_mul_component_eq_zero
-- 'TensorRankOrthogonality.trace_mul_component_eq_zero' depends on axioms: [propext, Classical.choice, Quot.sound]
#print axioms TensorRankOrthogonality.trace_multipole_expansion
-- 'TensorRankOrthogonality.trace_multipole_expansion' depends on axioms: [propext, Classical.choice, Quot.sound]
```
